# For a polynomial in the squared distance to a neighbouring atom, the degree-$l$ angular component is divisible by $r^l$

When a molecular integral is evaluated on atom-centred grids, the spherical shells close to a nucleus are often given fewer angular points than those further out. This is called pruning. An angular rule that is exact up to some degree makes errors only in components of higher degree, so the saving is safe where those components are small. The problems below find how they behave at small radius for one neighbour whose function is a polynomial in the squared distance; Gaussians, exponentials and partition weights are not covered.

## One neighbour on the polar axis

Put the home nucleus at the origin and the neighbour on the polar axis at distance $R$. A point at radius $r$ with polar cosine $x$ has squared distance $r^2+R^2-2rRx$ from the neighbour. Let the neighbour's function be $F$ of this quantity, with $F$ a real polynomial, and define

$$A(r)=\int_{-1}^{1}F(r^2+R^2-2rRx)\,P(x)\,dx,\qquad M_k=\int_{-1}^{1}x^kP(x)\,dx .$$

In Lean these are `component F P R r` and `moment P k`. The azimuthal factor $2\pi$ and any normalisation of $P$ are left out. Both $r$ and $R$ may be any real numbers, although physical radii are non-negative.

```lean
import Mathlib

open Polynomial

namespace AtomCentredPruning

noncomputable section

/-- The component along `P` of a neighbour's function `F` of the squared distance, on the sphere
of radius `r` about the home atom; `R` is the interatomic distance and `x` the polar cosine. -/
def component (F P : ℝ[X]) (R r : ℝ) : ℝ :=
  ∫ x in (-1 : ℝ)..1, F.eval (r ^ 2 + R ^ 2 - 2 * r * R * x) * P.eval x

/-- The `k`-th moment of the angular polynomial `P` on `[-1,1]`. -/
def moment (P : ℝ[X]) (k : ℕ) : ℝ :=
  ∫ x in (-1 : ℝ)..1, x ^ k * P.eval x
```

The condition `OrthogonalBelow P l` says that $\int_{-1}^{1} qP\,dx=0$ for every real polynomial $q$ of degree below $l$. The Legendre polynomial $P_l$ satisfies it, but $P$ may also contain Legendre polynomials of higher degree. For $l=0$ the condition is empty.

```lean
/-- `P` is orthogonal on `[-1,1]` to every polynomial of degree below `l`. -/
def OrthogonalBelow (P : ℝ[X]) (l : ℕ) : Prop :=
  ∀ q : ℝ[X], q.degree < (l : WithBot ℕ) →
    ∫ x in (-1 : ℝ)..1, q.eval x * P.eval x = 0
```

## (a) The component as a polynomial in the radius

Let $n$ be the degree of $F$ (zero if $F=0$), and let $c_j$ be its Taylor coefficients about $R^2$, so that $F(R^2+s)=\sum_{j=0}^{n}c_js^j$. Show that

$$A(r)=\sum_{j=0}^{n}\sum_{m=0}^{j}c_j\binom jm(-2R)^{j-m}M_{j-m}\,r^{j+m}.$$

Here $s=r^2-2rRx=r(r-2Rx)$, and the binomial theorem gives

$$s^j=r^j\sum_{m=0}^{j}\binom jm r^m(-2Rx)^{j-m}.$$

Multiply by $c_jP(x)$, sum over $j$ and integrate term by term. Each power $x^{j-m}$ becomes the moment $M_{j-m}$.

The right-hand side is `radialPoly F P R`, where `(taylor (R ^ 2) F).coeff j` is $c_j$.

```lean
/-- The polynomial in the radius obtained by expanding `F` about the squared distance `R ^ 2`
and integrating over the polar cosine term by term. -/
def radialPoly (F P : ℝ[X]) (R : ℝ) : ℝ[X] :=
  ∑ j ∈ Finset.range ((taylor (R ^ 2) F).natDegree + 1), ∑ m ∈ Finset.range (j + 1),
    C ((taylor (R ^ 2) F).coeff j * (j.choose m : ℝ) * (-2 * R) ^ (j - m) * moment P (j - m))
      * X ^ (j + m)
```

In the proof, `h` is the expanded integrand, obtained with `taylor_eval` and `add_pow`. The two uses of `intervalIntegral.integral_finsetSum` exchange sum and integral.

```lean
/-- The angular component is a polynomial in the radius, namely `radialPoly`. -/
theorem component_eq_eval (F P : ℝ[X]) (R r : ℝ) :
    component F P R r = (radialPoly F P R).eval r := by
  have hP : Continuous fun x : ℝ => P.eval x := P.continuous
  -- Taylor expansion about `R ^ 2`, then the binomial theorem
  have h : ∀ x : ℝ, F.eval (r ^ 2 + R ^ 2 - 2 * r * R * x) * P.eval x =
      ∑ j ∈ Finset.range ((taylor (R ^ 2) F).natDegree + 1), ∑ m ∈ Finset.range (j + 1),
        ((taylor (R ^ 2) F).coeff j * (j.choose m : ℝ) * (-2 * R) ^ (j - m) * r ^ (j + m))
          * (x ^ (j - m) * P.eval x) := by
    intro x
    have e : r ^ 2 + R ^ 2 - 2 * r * R * x = r * (r + -2 * R * x) + R ^ 2 := by ring
    rw [e, ← taylor_eval, eval_eq_sum_range, Finset.sum_mul]
    refine Finset.sum_congr rfl fun j _ => ?_
    rw [mul_pow r, add_pow, Finset.mul_sum, Finset.mul_sum, Finset.sum_mul]
    refine Finset.sum_congr rfl fun m _ => ?_
    rw [mul_pow (-2 * R) x, pow_add]
    ring
  unfold component
  simp only [h]
  rw [intervalIntegral.integral_finsetSum
    (fun j _ => Continuous.intervalIntegrable (by fun_prop) _ _)]
  simp only [radialPoly, Polynomial.eval_finsetSum, eval_mul, eval_C, eval_pow, eval_X]
  refine Finset.sum_congr rfl fun j _ => ?_
  rw [intervalIntegral.integral_finsetSum
    (fun m _ => Continuous.intervalIntegrable (by fun_prop) _ _)]
  refine Finset.sum_congr rfl fun m _ => ?_
  rw [intervalIntegral.integral_const_mul]
  unfold moment
  ring
```

## (b) The low moments

Let $P$ be orthogonal to all polynomials of degree below $l$. Show that

$$M_k=0\qquad\text{for } k<l.$$

The monomial $x^k$ has degree $k<l$, so it is an allowed choice of $q$. Lean makes the same choice, `X ^ k`.

```lean
/-- If `P` is orthogonal to all polynomials of degree below `l`, its moments of order below `l`
vanish. -/
theorem moment_eq_zero {P : ℝ[X]} {l k : ℕ} (h : OrthogonalBelow P l) (hk : k < l) :
    moment P k = 0 := by
  have h1 := h (X ^ k) (by rw [degree_X_pow]; exact Nat.cast_lt.mpr hk)
  simpa only [moment, eval_pow, eval_X] using h1
```

## (c) The coefficient at order $l$

Under the same condition, show that

$$[r^l]\,A(r)=c_l(-2R)^lM_l .$$

Only terms with $j+m=l$ contribute. If $m>0$, then $j-m=l-2m<l$ and the moment vanishes by (b). This leaves $m=0$, $j=l$, with binomial coefficient 1. If $l>n$ the sum has no such term, and $c_l=0$ agrees.

In Lean, `key` removes every other pair $(j,m)$, `Finset.sum_eq_single` isolates the survivor in each sum, and the last branch treats $l>n$.

```lean
/-- If `P` is orthogonal to all polynomials of degree below `l`, the coefficient of `r ^ l` in the
angular component is the `l`-th Taylor coefficient of `F` about `R ^ 2`, times `(-2 R) ^ l`, times
the `l`-th moment of `P`. -/
theorem radialPoly_coeff {P : ℝ[X]} {l : ℕ} (h : OrthogonalBelow P l) (F : ℝ[X]) (R : ℝ) :
    (radialPoly F P R).coeff l =
      (taylor (R ^ 2) F).coeff l * (-2 * R) ^ l * moment P l := by
  simp only [radialPoly, Polynomial.finsetSum_coeff, coeff_C_mul, coeff_X_pow]
  -- only the term `j = l`, `m = 0` survives
  have key : ∀ j m : ℕ, m ≤ j → (j ≠ l ∨ m ≠ 0) →
      (taylor (R ^ 2) F).coeff j * (j.choose m : ℝ) * (-2 * R) ^ (j - m) * moment P (j - m)
        * (if l = j + m then (1 : ℝ) else 0) = 0 := by
    intro j m hm hne
    by_cases e : l = j + m
    · rw [moment_eq_zero h (show j - m < l by omega), mul_zero, zero_mul]
    · rw [if_neg e, mul_zero]
  rw [Finset.sum_eq_single l]
  · rw [Finset.sum_eq_single 0]
    · simp
    · intro m hm h0
      exact key l m (by have := Finset.mem_range.mp hm; omega) (Or.inr h0)
    · intro h0
      exact absurd (Finset.mem_range.mpr (Nat.succ_pos l)) h0
  · intro j _ hj
    refine Finset.sum_eq_zero fun m hm => ?_
    exact key j m (by have := Finset.mem_range.mp hm; omega) (Or.inl hj)
  · intro hl
    have h0 : (taylor (R ^ 2) F).coeff l = 0 :=
      coeff_eq_zero_of_natDegree_lt (by rw [Finset.mem_range] at hl; omega)
    refine Finset.sum_eq_zero fun m _ => ?_
    rw [h0]
    ring
```

## (d) The power that factors out

Show that there is a real polynomial $Q$ with

$$A(r)=r^lQ(r)\ \text{ for all real } r,\qquad Q(0)=c_l(-2R)^lM_l .$$

By (b), a term of (a) can survive only if $j-m\ge l$, and then $j+m\ge j-m\ge l$. Every surviving term is therefore divisible by $r^l$. The constant term of the quotient is the coefficient found in (c). The Lean proof makes the same case distinction on `j - m < l` inside `Finset.dvd_sum`.

The same argument shows that $A$ vanishes identically when $n<l$, because every moment in the sum then has order below $l$.

The orthogonality condition cannot be dropped in general, or replaced by the condition that $P$ has degree $l$. Take $l=2$, $P=x^2$ and $F=1$. Then $A(r)=2/3$ at every radius, which has no factor $r^2$.

```lean
/-- If `P` is orthogonal to all polynomials of degree below `l`, the angular component of a
neighbour's function along `P` is `r ^ l` times a polynomial in the radius `r`, whose value at the
home nucleus is given explicitly. -/
theorem component_eq_pow_mul {P : ℝ[X]} {l : ℕ} (h : OrthogonalBelow P l) (F : ℝ[X]) (R : ℝ) :
    ∃ Q : ℝ[X], (∀ r : ℝ, component F P R r = r ^ l * Q.eval r) ∧
      Q.eval 0 = (taylor (R ^ 2) F).coeff l * (-2 * R) ^ l * moment P l := by
  have hd : X ^ l ∣ radialPoly F P R := by
    refine Finset.dvd_sum fun j _ => Finset.dvd_sum fun m _ => ?_
    by_cases hk : j - m < l
    · rw [moment_eq_zero h hk, mul_zero, C_0, zero_mul]
      exact dvd_zero _
    · exact Dvd.dvd.mul_left (pow_dvd_pow X (by omega)) _
  obtain ⟨Q, hQ⟩ := hd
  refine ⟨Q, fun r => ?_, ?_⟩
  · rw [component_eq_eval, hQ, eval_mul, eval_pow, eval_X]
  · have e : (X ^ l * Q).coeff (0 + l) = Q.coeff 0 := coeff_X_pow_mul _ _ _
    rw [zero_add] at e
    rw [← coeff_zero_eq_eval_zero, ← e, ← hQ, radialPoly_coeff h]
```

## (e) A bound for small shells

Show that for every real $a$ there is a constant $K$ with

$$|A(r)|\le K|r|^l\qquad\text{whenever } |r|\le a .$$

The polynomial $Q$ is continuous, hence bounded on the compact interval $[-a,a]$; take $K$ to be a bound for $|Q|$ and multiply by $|r|^l$. The constant may depend on $F$, $P$, $R$, $a$ and $l$, so the estimate gives an upper bound on the scaling with radius but no grid sizes.

```lean
/-- If `P` is orthogonal to all polynomials of degree below `l`, then for `|r|` up to `a` the
absolute value of the angular component is bounded by a constant times `|r| ^ l`. -/
theorem component_bound {P : ℝ[X]} {l : ℕ} (h : OrthogonalBelow P l) (F : ℝ[X]) (R a : ℝ) :
    ∃ K : ℝ, ∀ r : ℝ, |r| ≤ a → |component F P R r| ≤ K * |r| ^ l := by
  obtain ⟨Q, hQ, _⟩ := component_eq_pow_mul h F R
  obtain ⟨K, hK⟩ := (isCompact_Icc (a := -a) (b := a)).exists_bound_of_continuousOn
    (f := fun x : ℝ => Q.eval x) Q.continuous.continuousOn
  refine ⟨K, fun r hr => ?_⟩
  have h1 : |Q.eval r| ≤ K := hK r (abs_le.mp hr)
  rw [hQ, abs_mul, abs_pow, mul_comm]
  exact mul_le_mul_of_nonneg_right h1 (by positivity)
```

## (f) When the power is exact

Suppose also that $R$, $c_l$ and $M_l$ are all nonzero. Show that no polynomial $Q$ satisfies

$$A(r)=r^{l+1}Q(r)\qquad\text{for all real } r .$$

Physically, the two centres are distinct, the $l$-th derivative of $F$ does not vanish at $R^2$, and $P$ really contains the Legendre polynomial of degree $l$.

If such a $Q$ existed, the two sides would be polynomials equal at every real $r$, hence equal coefficient by coefficient (`Polynomial.funext`). The right side has no $r^l$ term, while by (c) the left side has the nonzero coefficient $c_l(-2R)^lM_l$.

```lean
/-- Sharpness: if `P` is orthogonal to all polynomials of degree below `l`, and if `R`, the `l`-th
Taylor coefficient of `F` about `R ^ 2` and the `l`-th moment of `P` are nonzero, the component is
not `r ^ (l + 1)` times a polynomial. -/
theorem component_order_sharp {F P : ℝ[X]} {l : ℕ} {R : ℝ} (h : OrthogonalBelow P l)
    (hR : R ≠ 0) (hF : (taylor (R ^ 2) F).coeff l ≠ 0) (hM : moment P l ≠ 0) :
    ¬ ∃ Q : ℝ[X], ∀ r : ℝ, component F P R r = r ^ (l + 1) * Q.eval r := by
  rintro ⟨Q, hQ⟩
  have e : radialPoly F P R = X ^ (l + 1) * Q := by
    refine Polynomial.funext fun r => ?_
    rw [← component_eq_eval, hQ, eval_mul, eval_pow, eval_X]
  have h1 := radialPoly_coeff h F R
  rw [e, coeff_X_pow_mul', if_neg (by omega)] at h1
  exact mul_ne_zero (mul_ne_zero hF (pow_ne_zero l (mul_ne_zero (by norm_num) hR))) hM h1.symm
```

## (g) Parity in the radius

Now assume only that $P(-x)=(-1)^lP(x)$; orthogonality is not used. Show that

$$A(-r)=(-1)^lA(r).$$

Substitute $x\to-x$ in the integral for $A(-r)$. The argument of $F$ returns to $r^2+R^2-2rRx$, and $P$ supplies the sign. In Lean, `key` is the reflection and `e` the identity for the argument.

```lean
/-- If `P` has parity `(-1) ^ l`, the angular component has the same parity in `r`. -/
theorem component_neg {P : ℝ[X]} {l : ℕ} (hP : ∀ x : ℝ, P.eval (-x) = (-1) ^ l * P.eval x)
    (F : ℝ[X]) (R r : ℝ) : component F P R (-r) = (-1) ^ l * component F P R r := by
  -- reflect the polar cosine
  have key : ∀ f : ℝ → ℝ, ∫ x in (-1 : ℝ)..1, f (-x) = ∫ x in (-1 : ℝ)..1, f x := by
    intro f
    rw [intervalIntegral.integral_comp_neg, neg_neg]
  unfold component
  refine (key (fun x => F.eval ((-r) ^ 2 + R ^ 2 - 2 * (-r) * R * x) * P.eval x)).symm.trans ?_
  rw [← intervalIntegral.integral_const_mul]
  refine intervalIntegral.integral_congr fun x _ => ?_
  have e : (-r) ^ 2 + R ^ 2 - 2 * (-r) * R * (-x) = r ^ 2 + R ^ 2 - 2 * r * R * x := by ring
  simp only [e, hP]
  ring
```

## (h) A quadrupolar example

For $P=3x^2-1$ and all real numbers $a$ and $b$, show that

$$\int_{-1}^{1}(ax+b)(3x^2-1)\,dx=0,\qquad M_2=\frac{8}{15}.$$

The odd terms integrate to zero, and the rest of the first integral is $b(2-2)=0$. For the second, $\int_{-1}^{1}(3x^4-x^2)\,dx=\tfrac65-\tfrac23=\tfrac8{15}$. Lean obtains both from explicit antiderivatives through `ftc`.

This $P$ is twice the Legendre polynomial $P_2$, whose second moment is $4/15$; scaled to unit norm on $[-1,1]$, it has second moment $\sqrt{8/45}$. With $F(u)=u^2$, where $u$ is the squared distance, formula (a) gives $A(r)=\tfrac{32}{15}R^2r^2$, which is exactly of second order when $R\ne0$.

```lean
/-- The polynomial `3 x ^ 2 - 1` is orthogonal to all polynomials of degree below two, and its
second moment is `8 / 15`. -/
theorem orthogonalBelow_witness :
    OrthogonalBelow (C 3 * X ^ 2 - 1) 2 ∧ moment (C 3 * X ^ 2 - 1) 2 = 8 / 15 := by
  -- integration by a polynomial antiderivative
  have ftc : ∀ (p : ℝ[X]) (f : ℝ → ℝ), (∀ x, f x = p.derivative.eval x) →
      ∫ x in (-1 : ℝ)..1, f x = p.eval 1 - p.eval (-1) := by
    intro p f hf
    simp only [hf]
    exact intervalIntegral.integral_eq_sub_of_hasDerivAt (fun x _ => p.hasDerivAt x)
      (p.derivative.continuous.intervalIntegrable _ _)
  constructor
  · intro q hq
    have hn : q.natDegree ≤ 1 := natDegree_le_iff_coeff_eq_zero.mpr fun N hN =>
      coeff_eq_zero_of_degree_lt (lt_of_lt_of_le hq (Nat.cast_le.mpr hN))
    obtain ⟨a, b, rfl⟩ := exists_eq_X_add_C_of_natDegree_le_one hn
    rw [ftc (C (3 * a / 4) * (X * X * X * X) - C (a / 2) * (X * X) + C b * (X * X * X) - C b * X)]
    · simp only [eval_add, eval_sub, eval_mul, eval_C, eval_X]
      ring
    · intro x
      simp only [derivative_add, derivative_sub, derivative_mul, derivative_C, derivative_X,
        eval_add, eval_sub, eval_mul, eval_pow, eval_C, eval_X, eval_one, eval_zero]
      ring
  · unfold moment
    rw [ftc (C (3 / 5) * (X * X * X * X * X) - C (1 / 3) * (X * X * X))]
    · simp only [eval_sub, eval_mul, eval_C, eval_X]
      norm_num
    · intro x
      simp only [derivative_sub, derivative_mul, derivative_C, derivative_X,
        eval_add, eval_sub, eval_mul, eval_pow, eval_C, eval_X, eval_one, eval_zero]
      ring

end

end AtomCentredPruning
```

```lean
#print axioms AtomCentredPruning.component_eq_pow_mul
-- 'AtomCentredPruning.component_eq_pow_mul' depends on axioms: [propext, Classical.choice, Quot.sound]
#print axioms AtomCentredPruning.component_bound
-- 'AtomCentredPruning.component_bound' depends on axioms: [propext, Classical.choice, Quot.sound]
#print axioms AtomCentredPruning.component_order_sharp
-- 'AtomCentredPruning.component_order_sharp' depends on axioms: [propext, Classical.choice, Quot.sound]
#print axioms AtomCentredPruning.component_neg
-- 'AtomCentredPruning.component_neg' depends on axioms: [propext, Classical.choice, Quot.sound]
```
